# Given the energy-action relation, the double-well energy series fixes the action series

## Two series and one relation

The perturbative energy and the tunnelling action of a double well can each be expanded in the coupling. A relation between the two series gives a partial check on their coefficients, provided the orders are matched correctly: the action coefficient at order $g^n$ belongs with the energy coefficient at order $g^{n+1}$.

Take the potential $V(q)=\tfrac12 q^2(1-\sqrt g\,q)^2$ with $\hbar=m=1$. In exact WKB the energy is written as a series in the coupling $g$,
$$E(B,g)=\sum_{n\ge 0}E_n(B)\,g^n ,$$
where $B=N+\tfrac12$ gives the perturbative level $N=0,1,2,\dots$ of one well. Tunnelling enters through $e^{-A/2}$, with
$$A(B,g)=\frac{1}{3g}+\sum_{n\ge 1}A_n(B)\,g^n .$$
The pole stands for the classical barrier: $1/(6g)$ is the action of one instanton. The two series are linked by
$$\frac{\partial E}{\partial B}=-3g\left(2B+g\,\frac{\partial A}{\partial g}\right).$$
This relation is the hypothesis here; it is not derived from the Schrödinger equation. For this one-dimensional model, and at the level of formal series, it lets perturbative energy coefficients supply the corrections to the tunnelling exponent.

## What the relation says order by order

A prime denotes $d/dB$. For series of the form above, with coefficients in $\mathbb Q[B]$, the relation holds if and only if
$$E_0'=1,\qquad E_1'=-6B,\qquad A_n=-\frac{E_{n+1}'}{3n}\quad(n\ge 1).$$

To derive this, compare the coefficients of $g^{k+1}$ for every integer $k$. Set $A_{-1}=\tfrac13$, $A_0=0$, and let all lower coefficients of both series vanish. The operator $g\,\partial/\partial g$ multiplies the coefficient of $g^k$ by $k$, and the prefactor $g$ raises the order by one, so
$$E_{k+1}'=-3\left(2B\,\delta_{k,0}+k\,A_k\right).$$

- For $k<-1$ both sides are zero.
- For $k=-1$ the pole gives $E_0'=-3\cdot(-1)\cdot\tfrac13=1$.
- For $k=0$ the action drops out and $E_1'=-6B$. The relation therefore cannot fix a term of order $g^0$ in $A$; the form assumed above has none.
- For $k=n\ge 1$ one finds $E_{n+1}'=-3n\,A_n$, and division by $-3n$ gives the formula for $A_n$.

Each step is reversible, which proves both directions.

Conversely, the action determines the energy up to constants of integration:
$$E_{n+1}(B)=E_{n+1}(0)-3n\int_0^B A_n(b)\,db\qquad(n\ge1).$$
Once the values $E_n(0)$ are fixed for all $n\ge0$, the whole energy series is fixed.

## The first correction for the double well

The second-order energy coefficient is taken as given:
$$E_2=-\left(17B^3+\tfrac{19}{4}B\right),\qquad E_2'=-\left(51B^2+\tfrac{19}{4}\right).$$
With $n=1$,
$$A_1=-\tfrac13E_2'=17B^2+\tfrac{19}{12}.$$
In the other direction, this $A_1$ gives back $E_2$ provided that $E_2(0)=0$.

The smallest case has only the classical pole, $A=1/(3g)$. Then $E_n'=0$ for $n\ge2$, and the energy is $B-3B^2g$ plus a series in $g$ that does not depend on $B$. The nonzero $A_1$ shows that the double well is not this case.

## How the Lean statement encodes the series

Both series have type `LaurentSeries ℚ[X]`, with the polynomial variable `X` in the role of $B$, so the pole in $g$ is really present. `series e` is $\sum_n E_n g^n$ with `e n` for $E_n$. `action a` adds the pole to the terms `a n` with $n\ge1$ and ignores `a 0`. The operators `dB` and `gdg` are $\partial/\partial B$ and $g\,\partial/\partial g$, acting coefficient by coefficient. In `EnergyActionRelation`, the factor $-3g$ and the term $2B$ are one-term Laurent series, and the product is the ordinary one.

The equivalence is `relation_iff_action_from_energy`. It concerns formal series with rational polynomial coefficients; convergence, Borel summation and the quantisation condition play no part in it.

```lean
import Mathlib

open Polynomial

namespace ExactWKBEnergyAction

noncomputable section

/-- The formal series `∑ c_n g^n` in the coupling `g`, with coefficients polynomial in `B`. -/
def series (c : ℕ → ℚ[X]) : LaurentSeries ℚ[X] :=
  HahnSeries.ofPowerSeries ℤ ℚ[X] (PowerSeries.mk c)

/-- The action series `A = 1/(3g) + ∑_{n ≥ 1} A_n g^n`. -/
def action (a : ℕ → ℚ[X]) : LaurentSeries ℚ[X] :=
  HahnSeries.single (-1 : ℤ) (C (1 / 3 : ℚ)) + series (fun n => if n = 0 then 0 else a n)

/-- The derivative `d/dB`, taken coefficient by coefficient. -/
def dB (S : LaurentSeries ℚ[X]) : LaurentSeries ℚ[X] where
  coeff k := derivative (S.coeff k)
  isPWO_support' := by
    refine S.isPWO_support.mono fun k hk => ?_
    rw [HahnSeries.mem_support]
    intro h
    exact hk (by show derivative (S.coeff k) = 0; rw [h, derivative_zero])

/-- The operator `g d/dg`, which multiplies the coefficient of `g^k` by `k`. -/
def gdg (S : LaurentSeries ℚ[X]) : LaurentSeries ℚ[X] where
  coeff k := (k : ℚ[X]) * S.coeff k
  isPWO_support' := by
    refine S.isPWO_support.mono fun k hk => ?_
    rw [HahnSeries.mem_support]
    intro h
    exact hk (by show (k : ℚ[X]) * S.coeff k = 0; rw [h, mul_zero])

/-- The energy-action relation `dE/dB = -3g (2B + g dA/dg)`. -/
def EnergyActionRelation (E A : LaurentSeries ℚ[X]) : Prop :=
  dB E = HahnSeries.single (1 : ℤ) (-3 : ℚ[X]) *
    (HahnSeries.single (0 : ℤ) (2 * X : ℚ[X]) + gdg A)

lemma dB_coeff (S : LaurentSeries ℚ[X]) (k : ℤ) :
    (dB S).coeff k = derivative (S.coeff k) := rfl

lemma gdg_coeff (S : LaurentSeries ℚ[X]) (k : ℤ) :
    (gdg S).coeff k = (k : ℚ[X]) * S.coeff k := rfl

lemma series_nat (c : ℕ → ℚ[X]) (n : ℕ) : (series c).coeff (n : ℤ) = c n := by
  unfold series
  rw [HahnSeries.ofPowerSeries_apply_coeff, PowerSeries.coeff_mk]

lemma series_neg (c : ℕ → ℚ[X]) {k : ℤ} (hk : k < 0) : (series c).coeff k = 0 := by
  unfold series
  rw [PowerSeries.coeff_coe, if_pos hk]

/-- The energy-action relation compared at order `g^(k+1)`, for every integer `k`. -/
theorem relation_iff_coeff (E A : LaurentSeries ℚ[X]) :
    EnergyActionRelation E A ↔ ∀ k : ℤ, derivative (E.coeff (k + 1)) =
      -3 * ((HahnSeries.single (0 : ℤ) (2 * X : ℚ[X])).coeff k + (k : ℚ[X]) * A.coeff k) := by
  -- multiplication by g shifts the order by one
  have key : ∀ k : ℤ, (HahnSeries.single (1 : ℤ) (-3 : ℚ[X]) *
      (HahnSeries.single (0 : ℤ) (2 * X : ℚ[X]) + gdg A)).coeff (k + 1) =
      -3 * ((HahnSeries.single (0 : ℤ) (2 * X : ℚ[X])).coeff k + (k : ℚ[X]) * A.coeff k) := by
    intro k
    rw [HahnSeries.coeff_single_mul_add, HahnSeries.coeff_add, gdg_coeff]
  unfold EnergyActionRelation
  constructor
  · intro h k
    rw [← dB_coeff E, h, key]
  · intro h
    apply HahnSeries.ext
    funext k
    obtain ⟨j, rfl⟩ : ∃ j : ℤ, k = j + 1 := ⟨k - 1, by ring⟩
    rw [key, dB_coeff, h]

lemma cancel (n : ℕ) (hn : 1 ≤ n) :
    (3 : ℚ[X]) * (n : ℚ[X]) * C (1 / (3 * (n : ℚ))) = 1 := by
  have h : (3 * (n : ℚ)) ≠ 0 := by positivity
  calc (3 : ℚ[X]) * (n : ℚ[X]) * C (1 / (3 * (n : ℚ)))
      = C (3 * (n : ℚ) * (1 / (3 * (n : ℚ)))) := by
        rw [C_mul, C_mul, map_ofNat, map_natCast]
    _ = 1 := by rw [mul_one_div_cancel h, C_1]

set_option maxHeartbeats 400000 in
/-- Order by order, the relation reads `E_0' = 1`, `E_1' = -6B` and `E_(n+1)' = -3n A_n` for all `n
≥ 1`. -/
theorem relation_iff_recurrence (e a : ℕ → ℚ[X]) :
    EnergyActionRelation (series e) (action a) ↔
      derivative (e 0) = 1 ∧ derivative (e 1) = -6 * X ∧
        ∀ n : ℕ, 1 ≤ n → derivative (e (n + 1)) = -3 * (n : ℚ[X]) * a n := by
  have hs : ∀ k : ℤ, k ≠ 0 → (HahnSeries.single (0 : ℤ) (2 * X : ℚ[X])).coeff k = 0 :=
    fun k hk => HahnSeries.coeff_single_of_ne hk
  have hp : ∀ k : ℤ, k ≠ -1 →
      (HahnSeries.single (-1 : ℤ) (C (1 / 3 : ℚ))).coeff k = 0 :=
    fun k hk => HahnSeries.coeff_single_of_ne hk
  -- the pole of the action supplies the constant 1
  have r1 : -3 * ((HahnSeries.single (0 : ℤ) (2 * X : ℚ[X])).coeff (-1) +
      ((-1 : ℤ) : ℚ[X]) * (action a).coeff (-1)) = 1 := by
    have h3 : (3 : ℚ[X]) * C (1 / 3 : ℚ) = 1 := by
      simpa using cancel 1 le_rfl
    rw [hs (-1) (by norm_num), action, HahnSeries.coeff_add, HahnSeries.coeff_single_same,
      series_neg _ (by norm_num : (-1 : ℤ) < 0), Int.cast_neg, Int.cast_one]
    linear_combination h3
  have r0 : -3 * ((HahnSeries.single (0 : ℤ) (2 * X : ℚ[X])).coeff ((0 : ℕ) : ℤ) +
      (((0 : ℕ) : ℤ) : ℚ[X]) * (action a).coeff ((0 : ℕ) : ℤ)) = -6 * X := by
    simp only [Nat.cast_zero, Int.cast_zero, zero_mul, add_zero, HahnSeries.coeff_single_same]
    ring
  have rn : ∀ n : ℕ, 1 ≤ n →
      -3 * ((HahnSeries.single (0 : ℤ) (2 * X : ℚ[X])).coeff (n : ℤ) +
        ((n : ℤ) : ℚ[X]) * (action a).coeff (n : ℤ)) = -3 * (n : ℚ[X]) * a n := by
    intro n hn
    rw [hs n (by omega), action, HahnSeries.coeff_add, hp n (by omega), series_nat,
      if_neg (by omega : ¬ n = 0), Int.cast_natCast]
    ring
  rw [relation_iff_coeff]
  constructor
  · intro h
    refine ⟨?_, ?_, fun n hn => ?_⟩
    · have t := h (-1)
      rw [r1, show (-1 : ℤ) + 1 = ((0 : ℕ) : ℤ) by omega, series_nat] at t
      exact t
    · have t := h ((0 : ℕ) : ℤ)
      rw [r0, show ((0 : ℕ) : ℤ) + 1 = ((1 : ℕ) : ℤ) by omega, series_nat] at t
      exact t
    · have t := h (n : ℤ)
      rw [rn n hn, show (n : ℤ) + 1 = ((n + 1 : ℕ) : ℤ) by omega, series_nat] at t
      exact t
  · rintro ⟨h0, h1, hn⟩ k
    rcases lt_trichotomy k (-1) with hk | rfl | hk
    · -- below the pole both sides vanish
      rw [series_neg e (by omega : k + 1 < 0), hs k (by omega), action,
        HahnSeries.coeff_add, hp k (by omega), series_neg _ (by omega : k < 0)]
      simp
    · rw [r1, show (-1 : ℤ) + 1 = ((0 : ℕ) : ℤ) by omega, series_nat, h0]
    · obtain ⟨n, rfl⟩ := Int.eq_ofNat_of_zero_le (by omega : 0 ≤ k)
      rcases Nat.eq_zero_or_pos n with rfl | hpos
      · rw [r0, show ((0 : ℕ) : ℤ) + 1 = ((1 : ℕ) : ℤ) by omega, series_nat, h1]
      · rw [rn n hpos, show (n : ℤ) + 1 = ((n + 1 : ℕ) : ℤ) by omega, series_nat, hn n hpos]

/-- The energy-action relation holds exactly when `E_0' = 1`, `E_1' = -6B` and
`A_n = -E_(n+1)'/(3n)` for all `n ≥ 1`. -/
theorem relation_iff_action_from_energy (e a : ℕ → ℚ[X]) :
    EnergyActionRelation (series e) (action a) ↔
      derivative (e 0) = 1 ∧ derivative (e 1) = -6 * X ∧
        ∀ n : ℕ, 1 ≤ n → a n = -C (1 / (3 * (n : ℚ))) * derivative (e (n + 1)) := by
  rw [relation_iff_recurrence]
  refine and_congr_right fun _ => and_congr_right fun _ =>
    forall_congr' fun n => forall_congr' fun hn => ?_
  have c := cancel n hn
  constructor
  · intro h
    linear_combination C (1 / (3 * (n : ℚ))) * h - a n * c
  · intro h
    linear_combination 3 * (n : ℚ[X]) * h - derivative (e (n + 1)) * c

lemma eq_of_derivative_eq {p q : ℚ[X]} (h : derivative p = derivative q)
    (h0 : p.eval 0 = q.eval 0) : p = q := by
  have hd : derivative (p - q) = 0 := by rw [derivative_sub, h, sub_self]
  have hc := eq_C_of_natDegree_eq_zero (Polynomial.derivative_eq_zero.mp hd)
  rw [coeff_zero_eq_eval_zero, eval_sub, h0, sub_self, C_0] at hc
  exact sub_eq_zero.mp hc

/-- Two energy series related to the same action, with equal coefficients at `B = 0`,
are equal. -/
theorem energy_unique {e e' a : ℕ → ℚ[X]}
    (h : EnergyActionRelation (series e) (action a))
    (h' : EnergyActionRelation (series e') (action a))
    (h0 : ∀ n, (e n).eval 0 = (e' n).eval 0) : e = e' := by
  obtain ⟨p0, p1, pn⟩ := (relation_iff_recurrence e a).mp h
  obtain ⟨q0, q1, qn⟩ := (relation_iff_recurrence e' a).mp h'
  funext n
  apply eq_of_derivative_eq _ (h0 n)
  rcases n with _ | _ | n
  · exact p0.trans q0.symm
  · exact p1.trans q1.symm
  · exact (pn (n + 1) (by omega)).trans (qn (n + 1) (by omega)).symm

/-- The double-well energy coefficient `E_2 = -(17B³ + 19B/4)`. -/
def doubleWellE2 : ℚ[X] := -(17 * X ^ 3 + C (19 / 4 : ℚ) * X)

/-- The polynomial `17B² + 19/12`. -/
def doubleWellA1 : ℚ[X] := 17 * X ^ 2 + C (19 / 12 : ℚ)

lemma derivative_doubleWellE2 : derivative doubleWellE2 = -3 * doubleWellA1 := by
  have k : (3 : ℚ[X]) * C (19 / 12 : ℚ) = C (19 / 4 : ℚ) := by
    rw [← map_ofNat (C : ℚ →+* ℚ[X]) 3, ← C_mul]
    norm_num
  have d : derivative doubleWellE2 = -(17 * (3 * X ^ 2) + C (19 / 4 : ℚ)) := by
    simp only [doubleWellE2, derivative_neg, derivative_add, derivative_mul, derivative_X_pow,
      derivative_C, derivative_ofNat, derivative_X, map_natCast]
    push_cast
    ring
  rw [d, doubleWellA1]
  linear_combination k

/-- Under the energy-action relation, the double-well coefficient `E_2 = -(17B³ + 19B/4)` forces
`A_1 = 17B² + 19/12`. -/
theorem doubleWell_first_action {e a : ℕ → ℚ[X]}
    (h : EnergyActionRelation (series e) (action a)) (h2 : e 2 = doubleWellE2) :
    a 1 = doubleWellA1 := by
  have r := ((relation_iff_recurrence e a).mp h).2.2 1 le_rfl
  rw [show 1 + 1 = 2 from rfl, h2, derivative_doubleWellE2, Nat.cast_one] at r
  have c : (3 : ℚ[X]) * C (1 / 3 : ℚ) = 1 := by
    simpa using cancel 1 le_rfl
  linear_combination C (1 / 3 : ℚ) * r - (a 1 - doubleWellA1) * c

/-- Under the energy-action relation, if `E_2` vanishes at `B = 0`, then `A_1 = 17B² + 19/12` forces
`E_2 = -(17B³ + 19B/4)`. -/
theorem doubleWell_second_energy {e a : ℕ → ℚ[X]}
    (h : EnergyActionRelation (series e) (action a)) (h0 : (e 2).eval 0 = 0)
    (h1 : a 1 = doubleWellA1) : e 2 = doubleWellE2 := by
  have r := ((relation_iff_recurrence e a).mp h).2.2 1 le_rfl
  rw [show 1 + 1 = 2 from rfl, h1, Nat.cast_one, mul_one] at r
  apply eq_of_derivative_eq (r.trans derivative_doubleWellE2.symm)
  rw [h0]
  simp [doubleWellE2]

/-- The energy coefficients `B`, `-(3B² + 1/4)`, `-(17B³ + 19B/4)`, followed by zeros. -/
def truncatedE : ℕ → ℚ[X]
  | 0 => X
  | 1 => -(3 * X ^ 2 + C (1 / 4 : ℚ))
  | 2 => doubleWellE2
  | _ => 0

/-- The action coefficients with `A_1 = 17B² + 19/12` and all others zero. -/
def truncatedA : ℕ → ℚ[X]
  | 1 => doubleWellA1
  | _ => 0

/-- The truncated energy and action series satisfy the energy-action relation. -/
theorem relation_witness : EnergyActionRelation (series truncatedE) (action truncatedA) := by
  refine (relation_iff_recurrence _ _).mpr ⟨derivative_X, ?_, fun n hn => ?_⟩
  · simp only [truncatedE, derivative_neg, derivative_add, derivative_mul, derivative_X_pow,
      derivative_C, derivative_ofNat, map_natCast]
    push_cast
    ring
  · rcases n with _ | _ | n
    · omega
    · show derivative doubleWellE2 = -3 * ((1 : ℕ) : ℚ[X]) * doubleWellA1
      rw [derivative_doubleWellE2, Nat.cast_one, mul_one]
    · show derivative (0 : ℚ[X]) = -3 * ((n + 2 : ℕ) : ℚ[X]) * 0
      rw [derivative_zero, mul_zero]

end

end ExactWKBEnergyAction
```

```lean
#print axioms ExactWKBEnergyAction.relation_iff_action_from_energy
#print axioms ExactWKBEnergyAction.energy_unique
#print axioms ExactWKBEnergyAction.doubleWell_first_action
#print axioms ExactWKBEnergyAction.doubleWell_second_energy
```

```
'ExactWKBEnergyAction.relation_iff_action_from_energy' depends on axioms: [propext, Classical.choice, Quot.sound]
'ExactWKBEnergyAction.energy_unique' depends on axioms: [propext, Classical.choice, Quot.sound]
'ExactWKBEnergyAction.doubleWell_first_action' depends on axioms: [propext, Classical.choice, Quot.sound]
'ExactWKBEnergyAction.doubleWell_second_energy' depends on axioms: [propext, Classical.choice, Quot.sound]
```

## How the proof follows the comparison of orders

The lemmas `dB_coeff`, `gdg_coeff`, `series_nat` and `series_neg` read off single coefficients. `relation_iff_coeff` then turns the equation between series into the equation at order $g^{k+1}$ for every integer $k$. Its inner step `key` is the shift caused by multiplication by $g$.

`relation_iff_recurrence` evaluates the right-hand side in the cases found above: `r1` is the pole, `r0` the term $2B$, and `rn` the positive orders. The forward direction picks out these values of $k$. The reverse direction must cover every integer, so it splits on whether $k$ lies below, at or above $-1$, and then separates $k=0$ from $k\ge1$.

The division by $3n$ is carried by `cancel`, which states that $3n\cdot\frac{1}{3n}=1$ as polynomials when $n\ge1$. In `relation_iff_action_from_energy`, `linear_combination` multiplies the recurrence by $1/(3n)$ in one direction and the formula for $A_n$ by $3n$ in the other.

For the way back from action to energy, `eq_of_derivative_eq` shows that two polynomials with the same derivative and the same value at $0$ are equal: their difference is a constant, and that constant is zero. `energy_unique` applies this to every coefficient.

For the double well, `derivative_doubleWellE2` computes $E_2'=-3\left(17B^2+\tfrac{19}{12}\right)$. `doubleWell_first_action` compares this with $E_2'=-3A_1$ and cancels the factor. `doubleWell_second_energy` goes the other way and uses $E_2(0)=0$.

Finally, `relation_witness` checks that
$$E=B-g\left(3B^2+\tfrac14\right)-g^2\left(17B^3+\tfrac{19}{4}B\right),\qquad A=\frac1{3g}+g\left(17B^2+\tfrac{19}{12}\right)$$
satisfy the relation at all orders. These are truncations, not the full double-well series, but they show that the hypotheses of the double-well theorems are consistent.
